# At positive temperature and field, the Bragg-Williams equation has one positive solution, and it minimises the free energy

Compare two order parameters of equal size and opposite sign, x and −x with x > 0, in a lattice of two-state sites: A or B atoms in an alloy, or up and down spins. A coupling that depends only on whether two neighbours are alike does not distinguish them, and neither does the mixing entropy. A field h > 0 that favours the positive sign does: it makes −x more expensive than x by 2hx per site. The question is which state the lattice adopts when coupling, entropy and field act together.

If the coupling favours like neighbours, the stationary states of Bragg-Williams theory with a uniform order parameter satisfy

m = tanh((m + h)/t),

where m is the order parameter, and t and h are the temperature and the field in units of the mean-field coupling. Take t = 3/4 and h = (3/4) ln 3 − 4/5 ≈ 0.0240. Then m = 4/5 is a solution, because (m + h)/t = ln 3 and

tanh(ln 3) = (3 − 1/3)/(3 + 1/3) = 4/5.

It is not the only one. The difference tanh((x + h)/t) − x is positive at x = −1, about −0.06 at x = −1/2, and positive again at x = 0, so there are also at least two negative solutions. The result below says that for all t, h > 0 exactly one solution is positive, and that it has the lowest free energy on the whole interval [−1, 1].

```lean
import Mathlib

open Set

namespace BraggWilliamsField

noncomputable section
```

## Free energy per site

Energies are measured in units of the mean-field coupling, so t is k_B T divided by that coupling, and h is scaled in the same way. For spins s = ±1 with z neighbours each and energy −J s s′ per neighbouring pair, the mean-field coupling is zJ. The free energy per site is

F(m) = −m²/2 − hm + (t/2)[(1 + m) ln(1 + m) + (1 − m) ln(1 − m)].

The constant −t ln 2 of the mixing entropy is left out, since it does not affect where the minimum lies. For a phase-separating alloy, m is the concentration of A minus that of B, and h represents half the chemical-potential difference, up to a constant shift that absorbs any difference in energy between A–A and B–B pairs. For the numbers above, F(4/5) ≈ −0.0631 and F(−4/5) ≈ −0.0248; the gap is 2h · 4/5 ≈ 0.0383.

In Lean, `freeEnergy t h m` is this function of real numbers. At m = ±1 the logarithm of zero is multiplied by zero, which gives the usual convention 0 ln 0 = 0.

```lean
/-- Bragg-Williams free energy per site, with the term `-t ln 2` of the mixing entropy left out, at
reduced temperature `t` and field `h`, as a function of the order parameter `m` in `[-1, 1]`, with
`0 ln 0 = 0`. -/
def freeEnergy (t h m : ℝ) : ℝ :=
  -m ^ 2 / 2 - h * m
    + t / 2 * ((1 + m) * Real.log (1 + m) + (1 - m) * Real.log (1 - m))
```

## The slope of the free energy

Differentiating the entropy terms gives ln(1 + m) + 1 and −ln(1 − m) − 1. The constants cancel, and for −1 < m < 1

F′(m) = G(m) = (t/2)[ln(1 + m) − ln(1 − m)] − m − h.

The code calls G `force`. Its sign is opposite to that of a mechanical force: G is +F′, so a negative G means that F falls as m grows.

```lean
/-- The thermodynamic force at order parameter `m`, for `-1 < m < 1`: the entropic term minus
the mean field `m + h`. -/
def force (t h m : ℝ) : ℝ :=
  t / 2 * (Real.log (1 + m) - Real.log (1 - m)) - m - h
```

The next theorem proves that G is the derivative, by the chain rule for u ln u at u = 1 + m and u = 1 − m, together with the derivative of the polynomial part.

```lean
/-- For `-1 < m < 1` the force is the derivative of the free energy with respect to the
order parameter. -/
theorem hasDerivAt_freeEnergy (t h : ℝ) {m : ℝ} (h1 : -1 < m) (h2 : m < 1) :
    HasDerivAt (freeEnergy t h) (force t h m) m := by
  have hp : 1 + m ≠ 0 := by linarith
  have hn : 1 - m ≠ 0 := by linarith
  have e1 : HasDerivAt (fun x : ℝ => (1 + x) * Real.log (1 + x)) (Real.log (1 + m) + 1) m :=
    (Real.hasDerivAt_mul_log hp).comp_const_add 1 m
  have e2 : HasDerivAt (fun x : ℝ => (1 - x) * Real.log (1 - x))
      (-(Real.log (1 - m) + 1)) m :=
    (Real.hasDerivAt_mul_log hn).comp_const_sub 1 m
  have q : HasDerivAt (fun x : ℝ => -x ^ 2 / 2 - h * x) (-m - h) m :=
    (((hasDerivAt_pow 2 m).fun_neg.div_const 2).fun_sub
      ((hasDerivAt_id' m).const_mul h)).congr_deriv (by norm_num; ring)
  exact (q.fun_add ((e1.fun_add e2).const_mul (t / 2))).congr_deriv (by unfold force; ring)
```

## A chord inequality from the odd power series

Write L(m) = ln(1 + m) − ln(1 − m). For |m| < 1,

L(m) = 2 Σₖ m^(2k+1)/(2k + 1), k = 0, 1, 2, …

Let 0 < a < b < 1. In each term,

b · a^(2k+1) = ab · a^(2k) ≤ ab · b^(2k) = a · b^(2k+1),

and the coefficients are positive, so b L(a) ≤ a L(b). Multiplying by t/2 ≥ 0 and subtracting ab + bh from both sides gives

b G(a) ≤ a G(b) − (b − a)h.

Geometrically, G at a lies on or below the straight line joining (0, −h) to (b, G(b)). The sign of h plays no part yet.

In the proof, `hasSum_le` carries the termwise comparison over to the two sums, and `nlinarith` does the final rearrangement.

```lean
/-- Chord inequality: for `t ≥ 0` and `0 < a < b < 1`, the force at `a` lies on or below the
straight line from the value `-h` at zero order to the force at `b`. -/
theorem force_chord {t a b : ℝ} (h : ℝ) (ht : 0 ≤ t) (ha : 0 < a) (hab : a < b) (hb : b < 1) :
    b * force t h a ≤ a * force t h b - (b - a) * h := by
  have hb0 : 0 < b := ha.trans hab
  have key : b * (Real.log (1 + a) - Real.log (1 - a))
      ≤ a * (Real.log (1 + b) - Real.log (1 - b)) := by
    have sa := (Real.hasSum_log_sub_log_of_abs_lt_one (x := a)
      (by rw [abs_lt]; constructor <;> linarith)).mul_left b
    have sb := (Real.hasSum_log_sub_log_of_abs_lt_one (x := b)
      (by rw [abs_lt]; constructor <;> linarith)).mul_left a
    -- compare the two odd power series term by term
    refine hasSum_le (fun k => ?_) sa sb
    show b * (2 * (1 / (2 * (k : ℝ) + 1)) * a ^ (2 * k + 1))
      ≤ a * (2 * (1 / (2 * (k : ℝ) + 1)) * b ^ (2 * k + 1))
    have hp : a ^ (2 * k) ≤ b ^ (2 * k) := pow_le_pow_left₀ ha.le hab.le _
    have hc : 0 ≤ 2 * (1 / (2 * (k : ℝ) + 1)) * (a * b) := by positivity
    calc b * (2 * (1 / (2 * (k : ℝ) + 1)) * a ^ (2 * k + 1))
        = 2 * (1 / (2 * (k : ℝ) + 1)) * (a * b) * a ^ (2 * k) := by ring
      _ ≤ 2 * (1 / (2 * (k : ℝ) + 1)) * (a * b) * b ^ (2 * k) :=
          mul_le_mul_of_nonneg_left hp hc
      _ = a * (2 * (1 / (2 * (k : ℝ) + 1)) * b ^ (2 * k + 1)) := by ring
  have := mul_le_mul_of_nonneg_left key (by linarith : 0 ≤ t / 2)
  unfold force
  nlinarith [this]
```

## Solutions have zero slope

For any real y,

1 + tanh y = e^y / cosh y, 1 − tanh y = e^(−y) / cosh y.

The second expression is positive, so tanh y < 1. Taking logarithms and subtracting gives L(tanh y) = 2y. If m = tanh y with y = (m + h)/t, then

G(m) = (t/2) · 2y − m − h = ty − m − h = 0.

Thus every solution lies below 1 and has zero slope. The local statement `main` contains the two facts about tanh, and the last lines substitute y = (m + h)/t.

```lean
/-- For `t ≠ 0`, a solution of the self-consistency equation lies below saturation, and the
force vanishes there. -/
theorem force_eq_zero {t h m : ℝ} (ht : t ≠ 0) (hm : m = Real.tanh ((m + h) / t)) :
    m < 1 ∧ force t h m = 0 := by
  have main : ∀ y : ℝ, Real.tanh y < 1 ∧
      Real.log (1 + Real.tanh y) - Real.log (1 - Real.tanh y) = 2 * y := by
    intro y
    have hc := Real.cosh_pos y
    have h1 : 1 + Real.tanh y = Real.exp y / Real.cosh y := by
      rw [Real.tanh_eq_sinh_div_cosh, ← Real.cosh_add_sinh, add_div, div_self hc.ne']
    have h2 : 1 - Real.tanh y = Real.exp (-y) / Real.cosh y := by
      rw [Real.tanh_eq_sinh_div_cosh, ← Real.cosh_sub_sinh, sub_div, div_self hc.ne']
    constructor
    · have : 0 < Real.exp (-y) / Real.cosh y := div_pos (Real.exp_pos _) hc
      linarith
    · rw [h1, h2, Real.log_div (Real.exp_pos _).ne' hc.ne',
        Real.log_div (Real.exp_pos _).ne' hc.ne', Real.log_exp, Real.log_exp]
      ring
  obtain ⟨hlt, hL⟩ := main ((m + h) / t)
  rw [← hm] at hlt hL
  refine ⟨hlt, ?_⟩
  have hX : t * ((m + h) / t) = m + h := by field_simp
  unfold force
  rw [hL]
  linear_combination hX
```

## A positive solution exists

Let g(x) = tanh((x + h)/t) − x. For t, h > 0,

g(0) = tanh(h/t) > 0, g(1) = tanh((1 + h)/t) − 1 < 0.

Since g is continuous, it vanishes at some m in [0, 1]. There m + h > 0, so m = tanh((m + h)/t) > 0. Lean applies the intermediate value theorem with weak inequalities at the ends and recovers positivity afterwards, from `tpos`.

In the limiting case h = 0 existence can fail: if t ≥ 1 and m > 0, then tanh(m/t) < m/t ≤ m, so no positive solution is left.

```lean
/-- For `t, h > 0` the self-consistency equation has a positive solution. -/
theorem exists_pos_solution {t h : ℝ} (ht : 0 < t) (hh : 0 < h) :
    ∃ m : ℝ, 0 < m ∧ m = Real.tanh ((m + h) / t) := by
  have tpos : ∀ x : ℝ, 0 ≤ x → 0 < Real.tanh ((x + h) / t) := by
    intro x hx
    rw [Real.tanh_eq_sinh_div_cosh]
    exact div_pos (Real.sinh_pos_iff.2 (div_pos (by linarith) ht)) (Real.cosh_pos _)
  have ctanh : Continuous Real.tanh := by
    have e : Real.tanh = fun x => Real.sinh x / Real.cosh x :=
      funext Real.tanh_eq_sinh_div_cosh
    rw [e]
    exact Real.continuous_sinh.div Real.continuous_cosh (fun x => (Real.cosh_pos x).ne')
  have hc : Continuous (fun x : ℝ => Real.tanh ((x + h) / t) - x) :=
    (ctanh.comp ((continuous_id.add continuous_const).div_const t)).sub continuous_id
  have h0 : 0 ≤ Real.tanh ((0 + h) / t) - 0 := by linarith [tpos 0 le_rfl]
  have h1 : Real.tanh ((1 + h) / t) - 1 ≤ 0 := by
    rw [Real.tanh_eq_sinh_div_cosh, sub_nonpos, div_le_one (Real.cosh_pos _)]
    linarith [Real.cosh_sub_sinh ((1 + h) / t), Real.exp_pos (-((1 + h) / t))]
  obtain ⟨m, hm, hz⟩ := intermediate_value_Icc' (zero_le_one' ℝ) hc.continuousOn ⟨h1, h0⟩
  have hz' : Real.tanh ((m + h) / t) - m = 0 := hz
  exact ⟨m, by linarith [tpos m hm.1], by linarith⟩
```

## A stronger field gives a larger positive solution

Fix t > 0 and let 0 ≤ h₁ < h₂. Let m₁ be a solution at h₁ and m₂ > 0 a solution at h₂. Write G₂ for the slope at field h₂. Changing the field only shifts the slope, so

G₂(m₁) = h₁ − h₂ < 0, G₂(m₂) = 0.

Hence m₁ ≠ m₂. If m₂ < m₁, the chord inequality with a = m₂ and b = m₁ would give

0 ≤ m₂(h₁ − h₂) − (m₁ − m₂)h₂ < 0,

a contradiction. Therefore m₁ < m₂. Only m₂ has to be positive, so the comparison also holds when m₁ is zero or negative. The proof treats the same two cases, equality and reversed order.

```lean
/-- At fixed `t > 0` and for fields `0 ≤ h₁ < h₂`, every solution of the self-consistency equation
at `h₁` lies strictly below every positive solution at `h₂`. -/
theorem solution_strictMono_field {t h₁ h₂ m₁ m₂ : ℝ} (ht : 0 < t) (hh : 0 ≤ h₁)
    (hlt : h₁ < h₂) (p₂ : 0 < m₂)
    (e₁ : m₁ = Real.tanh ((m₁ + h₁) / t)) (e₂ : m₂ = Real.tanh ((m₂ + h₂) / t)) :
    m₁ < m₂ := by
  obtain ⟨l₁, f₁⟩ := force_eq_zero ht.ne' e₁
  obtain ⟨-, f₂⟩ := force_eq_zero ht.ne' e₂
  have shift : force t h₂ m₁ = h₁ - h₂ := by
    unfold force at f₁ ⊢
    linarith
  by_contra hcon
  rcases eq_or_lt_of_le (not_lt.1 hcon) with heq | hgt
  · rw [heq, shift] at f₂
    linarith
  · have c := force_chord h₂ ht.le p₂ hgt l₁
    rw [f₂, shift] at c
    nlinarith [mul_pos p₂ (sub_pos.2 hlt),
      mul_nonneg (sub_pos.2 hgt).le (hh.trans hlt.le)]
```

## The free energy falls, then rises

Let t, h > 0 and let m be a positive solution, so that 0 < m < 1 and G(m) = 0. For 0 < y < m, the chord inequality with a = y and b = m gives

m G(y) ≤ −(m − y)h < 0.

For m < y < 1, taking a = m and b = y gives

m G(y) ≥ (y − m)h > 0.

F is continuous up to the endpoints, so it falls strictly on [0, m] and rises strictly on [m, 1]. Every x ≠ m in [0, 1] therefore has F(x) > F(m).

For −1 ≤ x < 0, use the mirror image from the opening:

F(x) = F(−x) − 2hx > F(−x) ≥ F(m).

The last inequality is weak because −x may equal m.

In Lean, `anti` and `mono` are the falling and rising halves, obtained from the sign of the derivative. The statement `right` combines them on [0, 1], and `mirror` is the reflection identity.

```lean
/-- For `t, h > 0`, a positive solution of the self-consistency equation has strictly lower
free energy than every other order parameter in `[-1, 1]`. -/
theorem freeEnergy_lt {t h m : ℝ} (ht : 0 < t) (hh : 0 < h) (hm0 : 0 < m)
    (hm : m = Real.tanh ((m + h) / t)) {x : ℝ} (hx : x ∈ Icc (-1 : ℝ) 1) (hne : x ≠ m) :
    freeEnergy t h m < freeEnergy t h x := by
  obtain ⟨hm1, hf⟩ := force_eq_zero ht.ne' hm
  have hc : Continuous (freeEnergy t h) := by
    have c1 : Continuous (fun x : ℝ => (1 + x) * Real.log (1 + x)) :=
      Real.continuous_mul_log.comp (by fun_prop : Continuous fun x : ℝ => 1 + x)
    have c2 : Continuous (fun x : ℝ => (1 - x) * Real.log (1 - x)) :=
      Real.continuous_mul_log.comp (by fun_prop : Continuous fun x : ℝ => 1 - x)
    exact (by fun_prop : Continuous fun x : ℝ => -x ^ 2 / 2 - h * x).add
      (continuous_const.mul (c1.add c2))
  -- the free energy falls on [0, m] and rises on [m, 1]
  have anti : StrictAntiOn (freeEnergy t h) (Icc 0 m) := by
    refine strictAntiOn_of_deriv_neg (convex_Icc 0 m) hc.continuousOn fun y hy => ?_
    rw [interior_Icc] at hy
    rw [(hasDerivAt_freeEnergy t h (by linarith [hy.1]) (hy.2.trans hm1)).deriv]
    have c := force_chord h ht.le hy.1 hy.2 hm1
    rw [hf] at c
    by_contra hcon
    nlinarith [mul_nonneg hm0.le (not_lt.1 hcon), mul_pos (sub_pos.2 hy.2) hh]
  have mono : StrictMonoOn (freeEnergy t h) (Icc m 1) := by
    refine strictMonoOn_of_deriv_pos (convex_Icc m 1) hc.continuousOn fun y hy => ?_
    rw [interior_Icc] at hy
    rw [(hasDerivAt_freeEnergy t h (by linarith [hy.1]) hy.2).deriv]
    have c := force_chord h ht.le hm0 hy.1 hy.2
    rw [hf] at c
    by_contra hcon
    nlinarith [mul_nonneg hm0.le (sub_nonneg.2 (not_lt.1 hcon)),
      mul_pos (sub_pos.2 hy.1) hh]
  have right : ∀ y : ℝ, 0 ≤ y → y ≤ 1 → freeEnergy t h m ≤ freeEnergy t h y := by
    intro y h0 h1
    rcases le_total y m with hl | hl
    · exact anti.antitoneOn ⟨h0, hl⟩ ⟨hm0.le, le_rfl⟩ hl
    · exact mono.monotoneOn ⟨le_rfl, hm1.le⟩ ⟨hl, h1⟩ hl
  rcases lt_or_ge x 0 with hneg | hpos
  · -- a negative order parameter loses to its mirror image
    have mirror : freeEnergy t h (-x) = freeEnergy t h x + 2 * h * x := by
      unfold freeEnergy
      rw [show 1 + -x = 1 - x by ring, show 1 - -x = 1 + x by ring]
      ring
    have := right (-x) (by linarith) (by linarith [hx.1])
    nlinarith [mul_pos hh (neg_pos.2 hneg)]
  · rcases lt_or_gt_of_ne hne with hl | hl
    · exact anti ⟨hpos, hl.le⟩ ⟨hm0.le, le_rfl⟩ hl
    · exact mono ⟨le_rfl, hm1.le⟩ ⟨hl.le, hx.2⟩ hl
```

## Exactly one positive solution, and the global minimum

Suppose m and m′ were two different positive solutions. The previous result applies to each, so F(m) < F(m′) and F(m′) < F(m), which is impossible. Together with existence, this leaves exactly one.

The final theorem takes real numbers t and h with `0 < t` and `0 < h`, and provides an m with three properties. First, 0 < m < 1 and m solves the equation. Second, every positive solution m′ equals m. Third, every other x in `Icc (-1 : ℝ) 1`, the closed interval from −1 to 1, has strictly larger free energy. Negative solutions, which may describe metastable states, are neither excluded nor counted.

The model replaces correlated site occupations by one average m; no hypothesis here justifies this for a real alloy or magnet. Within this one-parameter approximation, the result bears on simulation practice: a solver that has found a positive root for h > 0 has found the equilibrium state at that temperature and field, and needs no further search over starting values.

```lean
/-- Bragg-Williams theory in a field: for `t, h > 0` the equation `m = tanh ((m + h) / t)` has
exactly one positive solution; it lies below 1 and is the unique global minimizer of the free
energy on `[-1, 1]`. -/
theorem braggWilliams_in_field {t h : ℝ} (ht : 0 < t) (hh : 0 < h) :
    ∃ m : ℝ, (0 < m ∧ m < 1 ∧ m = Real.tanh ((m + h) / t)) ∧
      (∀ m' : ℝ, 0 < m' → m' = Real.tanh ((m' + h) / t) → m' = m) ∧
      ∀ x ∈ Icc (-1 : ℝ) 1, x ≠ m → freeEnergy t h m < freeEnergy t h x := by
  obtain ⟨m, hm0, hm⟩ := exists_pos_solution ht hh
  have hm1 := (force_eq_zero ht.ne' hm).1
  refine ⟨m, ⟨hm0, hm1, hm⟩, fun m' h0 he => ?_,
    fun x hx hne => freeEnergy_lt ht hh hm0 hm hx hne⟩
  -- two distinct positive solutions would each lie strictly below the other in free energy
  by_contra hne
  have h1 := (force_eq_zero ht.ne' he).1
  have a := freeEnergy_lt ht hh hm0 hm ⟨by linarith, h1.le⟩ hne
  have b := freeEnergy_lt ht hh h0 he ⟨by linarith, hm1.le⟩ (Ne.symm hne)
  exact lt_asymm a b

end

end BraggWilliamsField
```

```lean
#print axioms BraggWilliamsField.solution_strictMono_field
-- 'BraggWilliamsField.solution_strictMono_field' depends on axioms: [propext, Classical.choice, Quot.sound]
#print axioms BraggWilliamsField.braggWilliams_in_field
-- 'BraggWilliamsField.braggWilliams_in_field' depends on axioms: [propext, Classical.choice, Quot.sound]
```
